# At a first-order saddle, the climbing force must reverse the true force along the tangent if the scaled Hessian is to have a positive quadratic form

Near a first-order saddle in finitely many real coordinates, the true force is taken as harmonic, `-H x`, and the climbing force subtracts from it `s` times its component along a unit tangent `t`. The climbing force is then minus the scaled Hessian (I − s t tᵀ)H applied to the displacement `x`. The theorem `over_inversion_necessary` states that if x · (I − s t tᵀ)Hx is positive for every nonzero `x`, then `s > 1`, whether or not `t` lies along the unstable mode. The proof tests the form on the unit unstable mode `v`, of eigenvalue `h < 0`, where its value should be h(1 − s(t · v)²). Since (t · v)² ≤ 1 by Cauchy–Schwarz, `s ≤ 1` would make that value zero or negative, a contradiction.

This version doesn't compile in Lean 4 with Mathlib:

```lean
import Mathlib

open Matrix

namespace ClimbingImageScaling

noncomputable section

variable {n : Type*} [Fintype n] [DecidableEq n]

/-- A first-order saddle: the symmetric Hessian `H` has the unit eigenvector `v` with negative
eigenvalue `h`, and every eigenvector perpendicular to `v` has a positive eigenvalue. -/
structure IsFirstOrderSaddle (H : Matrix n n ℝ) (v : n → ℝ) (h : ℝ) : Prop where
  symmetric : H.IsSymm
  unit : v ⬝ᵥ v = 1
  eig : H *ᵥ v = h • v
  neg : h < 0
  others : ∀ (μ : ℝ) (w : n → ℝ), w ≠ 0 → w ⬝ᵥ v = 0 → H *ᵥ w = μ • w → 0 < μ

/-- The climbing force `F - s (t · F) t`. For a unit tangent `t`, this subtracts from `F` `s` times
its component along `t`. -/
def climbingForce (s : ℝ) (t F : n → ℝ) : n → ℝ := F - (s * (t ⬝ᵥ F)) • t

/-- The scaled Hessian `(I - s t tᵀ) H`. -/
def scaledHessian (s : ℝ) (t : n → ℝ) (H : Matrix n n ℝ) : Matrix n n ℝ :=
  (1 - s • vecMulVec t t) * H

/-- In the harmonic region, where the true force is `-H x`, the climbing force is minus the
scaled Hessian applied to the displacement `x`. -/
theorem climbingForce_harmonic (s : ℝ) (t x : n → ℝ) (H : Matrix n n ℝ) :
    climbingForce s t (-(H *ᵥ x)) = -(scaledHessian s t H *ᵥ x) := by
  have outer : ∀ y : n → ℝ, (s • vecMulVec t t) *ᵥ y = (s * (t ⬝ᵥ y)) • t := by
    intro y
    ext i
    simp only [Matrix.mulVec, dotProduct, Matrix.smul_apply, Matrix.vecMulVec_apply,
      Pi.smul_apply, smul_eq_mul, Finset.mul_sum, Finset.sum_mul]
    apply Finset.sum_congr rfl
    intro j _
    ring
  unfold climbingForce scaledHessian
  rw [← Matrix.mulVec_mulVec, Matrix.sub_mulVec, Matrix.one_mulVec, outer, dotProduct_neg]
  module

/-- For any unit tangent `t`, aligned with the unstable mode or not, a positive quadratic form
of the scaled Hessian requires `s > 1`. -/
theorem over_inversion_necessary {H : Matrix n n ℝ} {v : n → ℝ} {h : ℝ}
    (S : IsFirstOrderSaddle H v h) {s : ℝ} {t : n → ℝ} (ht : t ⬝ᵥ t = 1)
    (hpos : ∀ x : n → ℝ, x ≠ 0 → 0 < x ⬝ᵥ (scaledHessian s t H *ᵥ x)) : 1 < s := by
  have hv0 : v ≠ 0 := by
    intro h0
    have hu := S.unit
    simp [h0] at hu
  -- test the quadratic form on the unstable mode
  have hval : v ⬝ᵥ (scaledHessian s t H *ᵥ v) = h * (1 - s * (t ⬝ᵥ v) ^ 2) := by
    have h1 := congrArg (fun y => v ⬝ᵥ y) (climbingForce_harmonic s t v H)
    simp only [climbingForce, S.eig, dotProduct_sub, dotProduct_neg, dotProduct_smul,
      smul_eq_mul, S.unit, dotProduct_comm v t] at h1
    linear_combination -h1
  have hp := hpos v hv0
  rw [hval] at hp
  have hcs : (t ⬝ᵥ v) ^ 2 ≤ 1 := by
    have h1 := Finset.sum_mul_sq_le_sq_mul_sq Finset.univ t v
    have h2 : ∑ i, t i ^ 2 = 1 := by simpa only [dotProduct, ← pow_two] using ht
    have h3 : ∑ i, v i ^ 2 = 1 := by simpa only [dotProduct, ← pow_two] using S.unit
    rw [h2, h3, one_mul] at h1
    exact h1
  by_contra hs
  have hs' : s ≤ 1 := le_of_not_gt hs
  have h4 : s * (t ⬝ᵥ v) ^ 2 ≤ 1 * (t ⬝ᵥ v) ^ 2 :=
    mul_le_mul_of_nonneg_right hs' (sq_nonneg _)
  have h5 : 0 ≤ 1 - s * (t ⬝ᵥ v) ^ 2 := by linarith
  have h6 := mul_nonpos_of_nonpos_of_nonneg S.neg.le h5
  linarith

end

end ClimbingImageScaling
```

Lean reports:

```
Main.lean:58:4: error: ring failed, ring expressions not equal
n : Type u_1
inst✝¹ : Fintype n
inst✝ : DecidableEq n
H : Matrix n n ℝ
v : n → ℝ
h : ℝ
S : IsFirstOrderSaddle H v h
s : ℝ
t : n → ℝ
ht : t ⬝ᵥ t = 1
hpos : ∀ (x : n → ℝ), x ≠ 0 → 0 < x ⬝ᵥ scaledHessian s t H *ᵥ x
hv0 : v ≠ 0
h1 : -(h * 1) - s * -(h * t ⬝ᵥ v) * t ⬝ᵥ v = -(v ⬝ᵥ scaledHessian s t H *ᵥ v)
⊢ v ⬝ᵥ scaledHessian s t H *ᵥ v * 2 - h * 2 + h * s * (t ⬝ᵥ v) ^ 2 * 2 = 0
```

The change, after which it compiles:

```diff
@@ -56,5 +56,5 @@
     simp only [climbingForce, S.eig, dotProduct_sub, dotProduct_neg, dotProduct_smul,
       smul_eq_mul, S.unit, dotProduct_comm v t] at h1
-    linear_combination -h1
+    linear_combination h1
   have hp := hpos v hv0
   rw [hval] at hp
```

What went wrong. The error is a wrong sign in the last step of `hval`, which computes the form on `v`. Write Q for that form and c for `t ⬝ᵥ v`. The goal is Q = h(1 − sc²), and the hypothesis `h1` says, once tidied, −h + hsc² = −Q.

`linear_combination e` subtracts the two sides of `e` from those of the goal and asks `ring1` to show that what is left is zero. For the goal, left side minus right is Q − h + hsc², and for `h1` it is the same expression. With `-h1` the two therefore add instead of cancelling, which leaves the 2Q − 2h + 2hsc² = 0 shown in the message. That equation does follow from `h1`, but `ring1` uses no hypotheses, and it is not an algebraic identity.

With `linear_combination h1` the difference is identically zero, and the step closes. The minus signs on both sides of `h1` need no correction, because moving its terms across the equality already gives the goal.
